# A Combes–Thomas bound for the Green's matrix of a finite hopping chain at complex energy

Let $H$ be a complex Hermitian matrix over a finite set of orthonormal orbitals (`n` in Lean), and let $z$ be a complex energy. Its imaginary part, positive in all the bounds on $G$ below, acts as a broadening. The Green's matrix is $G=(z-H)^{-1}$, written `green H z`. For a vector $u$, $\|u\|^2=\sum_i|u_i|^2$, and $u^\dagger v$ is `star u ⬝ᵥ v`.

A real weight $\varphi_i$ on the orbitals defines the tilted matrix

$$H^\varphi_{ij}=e^{\varphi_i-\varphi_j}H_{ij},$$

an imaginary gauge transformation, in general not Hermitian.

```lean
import Mathlib

open Matrix

namespace CombesThomas

noncomputable section

variable {n : Type*} [Fintype n]

/-- The Hamiltonian after an imaginary gauge transformation with weight `φ`:
its entries are `exp (φ i - φ j) * H i j`. -/
def tilt (H : Matrix n n ℂ) (φ : n → ℝ) : Matrix n n ℂ :=
  Matrix.of fun i j => ((Real.exp (φ i - φ j) : ℝ) : ℂ) * H i j
```

## (a) Row sums control a quadratic form

Let $w_{ij}=w_{ji}\ge0$ with $\sum_j w_{ij}\le\beta$ for every $i$. Show for real $a_i$ that

$$\sum_{ij}w_{ij}a_ia_j\le\beta\sum_i a_i^2 .$$

**Solution.** From $(a_i-a_j)^2\ge0$ we get $a_ia_j\le(a_i^2+a_j^2)/2$. Multiply by $w_{ij}$ and sum. By symmetry both halves are equal, so the bound is $\sum_i a_i^2\sum_j w_{ij}\le\beta\sum_i a_i^2$. These steps are `amgm`, `sw` and `row`.

```lean
/-- Schur estimate: a symmetric matrix with nonnegative entries and row sums at most `β`
has a quadratic form of at most `β` times the squared length. -/
theorem schur_bound {w : n → n → ℝ} {β : ℝ} (h0 : ∀ i j, 0 ≤ w i j)
    (hs : ∀ i j, w i j = w j i) (hβ : ∀ i, ∑ j, w i j ≤ β) (a : n → ℝ) :
    ∑ i, ∑ j, w i j * (a i * a j) ≤ β * ∑ i, a i ^ 2 := by
  have sw : ∑ i, ∑ j, w i j * a j ^ 2 = ∑ i, ∑ j, w i j * a i ^ 2 := by
    rw [Finset.sum_comm]
    exact Finset.sum_congr rfl fun i _ => Finset.sum_congr rfl fun j _ => by rw [hs j i]
  have row : ∑ i, ∑ j, w i j * a i ^ 2 ≤ β * ∑ i, a i ^ 2 := by
    rw [Finset.mul_sum]
    refine Finset.sum_le_sum fun i _ => ?_
    rw [← Finset.sum_mul]
    exact mul_le_mul_of_nonneg_right (hβ i) (sq_nonneg _)
  have amgm : ∑ i, ∑ j, w i j * (a i * a j) ≤
      (∑ i, ∑ j, w i j * a i ^ 2 + ∑ i, ∑ j, w i j * a j ^ 2) / 2 := by
    rw [← Finset.sum_add_distrib, Finset.sum_div]
    refine Finset.sum_le_sum fun i _ => ?_
    rw [← Finset.sum_add_distrib, Finset.sum_div]
    refine Finset.sum_le_sum fun j _ => ?_
    nlinarith [mul_nonneg (h0 i j) (sq_nonneg (a i - a j))]
  linarith
```

## (b) The imaginary part created by the tilt

Assume, for every $i$,

$$\sum_j|H_{ij}|\,|\sinh(\varphi_i-\varphi_j)|\le\beta. \tag{R}$$

Show that

$$|\operatorname{Im}u^\dagger H^\varphi u|\le\beta\|u\|^2 .$$

**Solution.** Put $q_{ij}=\operatorname{Im}(\bar u_iH_{ij}u_j)$. Hermiticity gives $q_{ji}=-q_{ij}$ (`hA`). Exchanging the indices (`h2`) therefore gives

$$\sum_{ij}e^{\varphi_i-\varphi_j}q_{ij}=-\sum_{ij}e^{-(\varphi_i-\varphi_j)}q_{ij}.$$

The left side is $\operatorname{Im}u^\dagger H^\varphi u$. Averaging the two expressions turns it into $\sum_{ij}\sinh(\varphi_i-\varphi_j)q_{ij}$ (`h3`, `h4`). Since $|q_{ij}|\le|u_i||H_{ij}||u_j|$, part (a) applies with $w_{ij}=|H_{ij}||\sinh(\varphi_i-\varphi_j)|$ and $a_i=|u_i|$.

```lean
/-- For Hermitian `H`, the imaginary part of the tilted quadratic form is controlled by the
row sums of `‖H i j‖ * |sinh (φ i - φ j)|`. -/
theorem tilt_im_le {H : Matrix n n ℂ} (hH : H.IsHermitian) {φ : n → ℝ} {β : ℝ}
    (hβ : ∀ i, ∑ j, ‖H i j‖ * |Real.sinh (φ i - φ j)| ≤ β) (u : n → ℂ) :
    |(star u ⬝ᵥ (tilt H φ *ᵥ u)).im| ≤ β * ∑ i, ‖u i‖ ^ 2 := by
  have hA : ∀ i j, (star (u j) * H j i * u i).im = -(star (u i) * H i j * u j).im := by
    intro i j
    rw [← hH.apply j i]
    simp only [Complex.mul_im, Complex.mul_re, Complex.star_def, Complex.conj_re,
      Complex.conj_im]
    ring
  have h1 : (star u ⬝ᵥ (tilt H φ *ᵥ u)).im =
      ∑ i, ∑ j, Real.exp (φ i - φ j) * (star (u i) * H i j * u j).im := by
    simp only [dotProduct, Matrix.mulVec, Finset.mul_sum, Complex.im_sum, Pi.star_apply]
    refine Finset.sum_congr rfl fun i _ => Finset.sum_congr rfl fun j _ => ?_
    rw [← Complex.im_ofReal_mul]
    congr 1
    simp only [tilt, Matrix.of_apply]
    ring
  -- exchanging the two indices turns the factor exp x into -exp (-x); h3 averages the two
  have h2 : ∑ i, ∑ j, Real.exp (φ i - φ j) * (star (u i) * H i j * u j).im =
      ∑ i, ∑ j, -(Real.exp (-(φ i - φ j)) * (star (u i) * H i j * u j).im) := by
    rw [Finset.sum_comm]
    refine Finset.sum_congr rfl fun i _ => Finset.sum_congr rfl fun j _ => ?_
    rw [hA i j, neg_sub]
    ring
  have h3 : ∑ i, ∑ j, Real.sinh (φ i - φ j) * (star (u i) * H i j * u j).im =
      (∑ i, ∑ j, Real.exp (φ i - φ j) * (star (u i) * H i j * u j).im +
      ∑ i, ∑ j, -(Real.exp (-(φ i - φ j)) * (star (u i) * H i j * u j).im)) / 2 := by
    rw [← Finset.sum_add_distrib, Finset.sum_div]
    refine Finset.sum_congr rfl fun i _ => ?_
    rw [← Finset.sum_add_distrib, Finset.sum_div]
    refine Finset.sum_congr rfl fun j _ => ?_
    rw [Real.sinh_eq]
    ring
  have h4 : (star u ⬝ᵥ (tilt H φ *ᵥ u)).im =
      ∑ i, ∑ j, Real.sinh (φ i - φ j) * (star (u i) * H i j * u j).im := by linarith
  rw [h4]
  refine le_trans ?_ (schur_bound (fun i j => by positivity) (fun i j => ?_) hβ
    (fun i => ‖u i‖))
  · refine (Finset.abs_sum_le_sum_abs _ _).trans (Finset.sum_le_sum fun i _ =>
      (Finset.abs_sum_le_sum_abs _ _).trans (Finset.sum_le_sum fun j _ => ?_))
    have e : |(star (u i) * H i j * u j).im| ≤ ‖u i‖ * ‖H i j‖ * ‖u j‖ :=
      (Complex.abs_im_le_norm _).trans_eq (by rw [norm_mul, norm_mul, norm_star])
    rw [abs_mul]
    linarith [mul_le_mul_of_nonneg_left e (abs_nonneg (Real.sinh (φ i - φ j)))]
  · rw [← hH.apply j i, norm_star, ← neg_sub (φ i) (φ j), Real.sinh_neg, abs_neg]
```

The Green's matrix is defined with Lean's total matrix inverse; part (d) shows that it is a true inverse when $\operatorname{Im}z>0$.

```lean
variable [DecidableEq n]

/-- The Green's matrix `(z - H)⁻¹`, for `z` outside the spectrum of `H`. -/
def green (H : Matrix n n ℂ) (z : ℂ) : Matrix n n ℂ := (z • (1 : Matrix n n ℂ) - H)⁻¹
```

## (c) A lower bound for the tilted form

Under (R), show that

$$(\operatorname{Im}z-\beta)\|u\|^2\le|u^\dagger(z-H^\varphi)u| .$$

**Solution.** The imaginary part of the form is $\operatorname{Im}z\,\|u\|^2-\operatorname{Im}u^\dagger H^\varphi u$ (`him`). By (b) it is at least $(\operatorname{Im}z-\beta)\|u\|^2$, and a modulus is never smaller than the imaginary part.

```lean
/-- For Hermitian `H` with weighted row sums at most `β`, the quadratic form of `z` minus the
tilted Hamiltonian has modulus at least `Im z - β` times the squared length. -/
theorem tilt_coercive {H : Matrix n n ℂ} (hH : H.IsHermitian) {φ : n → ℝ} {β : ℝ}
    (hβ : ∀ i, ∑ j, ‖H i j‖ * |Real.sinh (φ i - φ j)| ≤ β) (z : ℂ) (u : n → ℂ) :
    (z.im - β) * ∑ i, ‖u i‖ ^ 2 ≤
      ‖star u ⬝ᵥ ((z • (1 : Matrix n n ℂ) - tilt H φ) *ᵥ u)‖ := by
  have hn : star u ⬝ᵥ u = ((∑ i, ‖u i‖ ^ 2 : ℝ) : ℂ) := by
    simp only [dotProduct, Pi.star_apply, Complex.ofReal_sum]
    refine Finset.sum_congr rfl fun i _ => ?_
    rw [Complex.star_def, mul_comm, Complex.mul_conj, Complex.normSq_eq_norm_sq]
  have him : (star u ⬝ᵥ ((z • (1 : Matrix n n ℂ) - tilt H φ) *ᵥ u)).im =
      z.im * ∑ i, ‖u i‖ ^ 2 - (star u ⬝ᵥ (tilt H φ *ᵥ u)).im := by
    rw [Matrix.sub_mulVec, dotProduct_sub, Matrix.smul_mulVec, Matrix.one_mulVec,
      dotProduct_smul, smul_eq_mul, hn, Complex.sub_im, Complex.im_mul_ofReal]
  have h := (le_abs_self _).trans (Complex.abs_im_le_norm
    (star u ⬝ᵥ ((z • (1 : Matrix n n ℂ) - tilt H φ) *ᵥ u)))
  linarith [(abs_le.mp (tilt_im_le hH hβ u)).2]
```

## (d) Invertibility off the real axis

For $\operatorname{Im}z>0$, show that

$$(z-H)\,G=1 .$$

**Solution.** Take $\varphi=0$ and $\beta=0$ in (c). If $(z-H)v=0$ with $v\ne0$, then $\operatorname{Im}z\,\|v\|^2\le0$, a contradiction. Hence $\det(z-H)\neq0$.

```lean
/-- For Hermitian `H` and `Im z > 0` the Green's matrix is a true inverse of `z - H`. -/
theorem green_spec {H : Matrix n n ℂ} (hH : H.IsHermitian) {z : ℂ} (hz : 0 < z.im) :
    (z • (1 : Matrix n n ℂ) - H) * green H z = 1 := by
  have hd : (z • (1 : Matrix n n ℂ) - H).det ≠ 0 := by
    intro h0
    obtain ⟨v, hv, hv0⟩ := Matrix.exists_mulVec_eq_zero_iff.mpr h0
    have hT : tilt H 0 = H := by
      ext i j
      simp [tilt]
    have c := tilt_coercive hH (φ := 0) (β := 0) (by intro i; simp) z v
    rw [hT, hv0, dotProduct_zero, norm_zero, sub_zero] at c
    obtain ⟨i, hi⟩ := Function.ne_iff.mp hv
    have hi' : 0 < ‖v i‖ := norm_pos_iff.mpr hi
    have hp : 0 < ∑ i, ‖v i‖ ^ 2 :=
      Finset.sum_pos' (fun _ _ => sq_nonneg _) ⟨i, Finset.mem_univ i, pow_pos hi' 2⟩
    exact not_lt_of_ge c (mul_pos hz hp)
  exact Matrix.mul_nonsing_inv _ (isUnit_iff_ne_zero.mpr hd)
```

## (e) A weighted bound on each entry

Under (R) with $\beta<\operatorname{Im}z$, show that

$$|G_{ij}|\le\frac{e^{-(\varphi_i-\varphi_j)}}{\operatorname{Im}z-\beta}.$$

**Solution.** Row sums are nonnegative, so $\beta\ge0$ and (d) applies. Fix $j$ and set $u_k=e^{\varphi_k-\varphi_j}G_{kj}$. Because $(z-H^\varphi)_{kl}=e^{\varphi_k-\varphi_l}(z-H)_{kl}$,

$$[(z-H^\varphi)u]_k=e^{\varphi_k-\varphi_j}\delta_{kj}=\delta_{kj}$$

(`hsol`). With $d=\operatorname{Im}z-\beta$, part (c) gives $d\|u\|^2\le|u_j|$. Hence $d|u_j|\le1$ (`h1`), then $(d|u_i|)^2\le d|u_j|\le1$ (`h2`), so $|u_i|\le1/d$. Undo the tilt.

```lean
/-- Weighted resolvent bound for any finite Hermitian matrix: if the row sums of
`‖H i j‖ * |sinh (φ i - φ j)|` are at most `β < Im z`, then `G i j` is bounded by
`exp (-(φ i - φ j)) / (Im z - β)`. -/
theorem weighted_bound {H : Matrix n n ℂ} (hH : H.IsHermitian) {φ : n → ℝ} {β : ℝ}
    (hβ : ∀ i, ∑ j, ‖H i j‖ * |Real.sinh (φ i - φ j)| ≤ β) {z : ℂ} (hz : β < z.im)
    (i j : n) : ‖green H z i j‖ ≤ Real.exp (-(φ i - φ j)) / (z.im - β) := by
  have hβ0 : 0 ≤ β := (Finset.sum_nonneg fun _ _ => by positivity).trans (hβ i)
  have hd : 0 < z.im - β := sub_pos.mpr hz
  -- the tilted column of the Green's matrix
  obtain ⟨u, hu⟩ : ∃ u : n → ℂ, ∀ k, u k =
      ((Real.exp (φ k - φ j) : ℝ) : ℂ) * green H z k j := ⟨_, fun _ => rfl⟩
  have hsol : (z • (1 : Matrix n n ℂ) - tilt H φ) *ᵥ u = Pi.single j 1 := by
    ext k
    have hk := congrFun (congrFun (green_spec hH (hβ0.trans_lt hz)) k) j
    have e : ((z • (1 : Matrix n n ℂ) - tilt H φ) *ᵥ u) k =
        ((Real.exp (φ k - φ j) : ℝ) : ℂ) *
          ((z • (1 : Matrix n n ℂ) - H) * green H z) k j := by
      simp only [Matrix.mulVec, dotProduct, Matrix.mul_apply, Finset.mul_sum, hu]
      refine Finset.sum_congr rfl fun l _ => ?_
      have entry : (z • (1 : Matrix n n ℂ) - tilt H φ) k l =
          ((Real.exp (φ k - φ l) : ℝ) : ℂ) * (z • (1 : Matrix n n ℂ) - H) k l := by
        rcases eq_or_ne k l with rfl | h
        · simp [tilt]
        · simp [tilt, Matrix.one_apply_ne h]
      have ex : ((Real.exp (φ k - φ j) : ℝ) : ℂ) =
          ((Real.exp (φ k - φ l) : ℝ) : ℂ) * ((Real.exp (φ l - φ j) : ℝ) : ℂ) := by
        rw [← Complex.ofReal_mul, ← Real.exp_add, sub_add_sub_cancel]
      rw [entry, ex]
      ring
    rw [e, hk]
    by_cases h : k = j
    · simp [h, Matrix.one_apply]
    · simp [h]
  have c := tilt_coercive hH hβ z u
  have hsrc : star u ⬝ᵥ (Pi.single j 1 : n → ℂ) = star (u j) := by simp
  rw [hsol, hsrc, norm_star] at c
  have hS : ∀ k, ‖u k‖ ^ 2 ≤ ∑ i, ‖u i‖ ^ 2 := fun k =>
    Finset.single_le_sum (f := fun i => ‖u i‖ ^ 2) (fun _ _ => sq_nonneg _)
      (Finset.mem_univ k)
  have h1 : (z.im - β) * ‖u j‖ ≤ 1 := by
    rcases eq_or_lt_of_le (norm_nonneg (u j)) with h0 | h0
    · rw [← h0, mul_zero]
      exact zero_le_one
    · have h := mul_le_mul_of_nonneg_left (hS j) hd.le
      exact le_of_mul_le_mul_right (by linarith) h0
  have h2 : ((z.im - β) * ‖u i‖) ^ 2 ≤ 1 := by
    have h := mul_le_mul_of_nonneg_left
      ((mul_le_mul_of_nonneg_left (hS i) hd.le).trans c) hd.le
    linarith
  have h3 : (z.im - β) * ‖u i‖ ≤ 1 := by nlinarith
  rw [hu, norm_mul, Complex.norm_real, Real.norm_eq_abs, abs_of_pos (Real.exp_pos _)] at h3
  rw [le_div_iff₀ hd, Real.exp_neg, ← one_div, le_div_iff₀ (Real.exp_pos _)]
  linarith
```

Now specialise to $N$ sites in a row, numbered from $0$ as in `Fin N`. On-site energies are arbitrary real numbers, hopping links nearest neighbours only, and $t\ge0$ bounds its modulus. The boundaries are open.

```lean
/-- A Hermitian chain Hamiltonian with arbitrary on-site energies, nearest-neighbour hopping
only, and hopping moduli at most `t`. -/
structure IsHoppingChain {N : ℕ} (H : Matrix (Fin N) (Fin N) ℂ) (t : ℝ) : Prop where
  hermitian : H.IsHermitian
  range : ∀ i j : Fin N, 1 < |((i : ℕ) : ℤ) - ((j : ℕ) : ℤ)| → H i j = 0
  hop : ∀ i j : Fin N, i ≠ j → ‖H i j‖ ≤ t
```

## (f) Row sums on the chain

For $\varphi_k=sk$ with $s$ real, show that

$$\sum_j|H_{ij}|\,|\sinh(si-sj)|\le2t|\sinh s| .$$

**Solution.** The diagonal term vanishes because $\sinh0=0$. At most two neighbours remain, each contributing at most $t|\sinh s|$. The case split in `hterm` treats these possibilities, and `site` sums each neighbour's contribution.

```lean
variable {N : ℕ} {H : Matrix (Fin N) (Fin N) ℂ} {t : ℝ}

/-- On a hopping chain with `t ≥ 0` and a linear weight of slope `s`, every weighted row sum
is at most `2 t |sinh s|`. -/
theorem chain_row_sum (ht : 0 ≤ t) (hH : IsHoppingChain H t) (s : ℝ) (i : Fin N) :
    ∑ j : Fin N, ‖H i j‖ * |Real.sinh (s * ((i : ℕ) : ℝ) - s * ((j : ℕ) : ℝ))| ≤
      2 * t * |Real.sinh s| := by
  have hc : 0 ≤ t * |Real.sinh s| := by positivity
  have site : ∀ m : ℕ, ∑ j : Fin N, (if (j : ℕ) = m then t * |Real.sinh s| else 0) ≤
      t * |Real.sinh s| := by
    intro m
    rw [Fin.sum_univ_eq_sum_range (fun k => if k = m then t * |Real.sinh s| else 0) N,
      Finset.sum_ite_eq']
    split_ifs
    · exact le_rfl
    · exact hc
  -- only the two neighbours of site i contribute
  have hterm : ∀ j : Fin N,
      ‖H i j‖ * |Real.sinh (s * ((i : ℕ) : ℝ) - s * ((j : ℕ) : ℝ))| ≤
      (if (j : ℕ) = (i : ℕ) + 1 then t * |Real.sinh s| else 0) +
      (if (j : ℕ) = (i : ℕ) - 1 then t * |Real.sinh s| else 0) := by
    intro j
    have nn : ∀ m : ℕ, 0 ≤ (if (j : ℕ) = m then t * |Real.sinh s| else 0) := by
      intro m
      split_ifs
      · exact hc
      · exact le_rfl
    by_cases h0 : i = j
    · rw [h0, sub_self, Real.sinh_zero, abs_zero, mul_zero]
      exact add_nonneg (nn _) (nn _)
    have hb := mul_le_mul_of_nonneg_right (hH.hop i j h0) (abs_nonneg (Real.sinh s))
    by_cases h1 : (j : ℕ) = (i : ℕ) + 1
    · have e : s * ((i : ℕ) : ℝ) - s * ((j : ℕ) : ℝ) = -s := by
        rw [h1]
        push_cast
        ring
      rw [e, Real.sinh_neg, abs_neg, if_pos h1]
      linarith [nn ((i : ℕ) - 1)]
    by_cases h2 : (i : ℕ) = (j : ℕ) + 1
    · have e : s * ((i : ℕ) : ℝ) - s * ((j : ℕ) : ℝ) = s := by
        rw [h2]
        push_cast
        ring
      have h3 : (j : ℕ) = (i : ℕ) - 1 := by omega
      rw [e, if_pos h3]
      linarith [nn ((i : ℕ) + 1)]
    · have hij : (i : ℕ) ≠ (j : ℕ) := fun h => h0 (Fin.ext h)
      rw [hH.range i j (by rw [lt_abs]; omega), norm_zero, zero_mul]
      exact add_nonneg (nn _) (nn _)
  refine (Finset.sum_le_sum fun j _ => hterm j).trans ?_
  rw [Finset.sum_add_distrib]
  linarith [site ((i : ℕ) + 1), site ((i : ℕ) - 1)]
```

## (g) Decay with a hyperbolic sine

For $\mu\ge0$ and $2t\sinh\mu<\operatorname{Im}z$, show that

$$|G_{ij}|\le\frac{e^{-\mu|i-j|}}{\operatorname{Im}z-2t\sinh\mu}.$$

**Solution.** Use (e) and (f) with $s=\mu$ if $i\ge j$ and $s=-\mu$ otherwise. Then $\varphi_i-\varphi_j=\mu|i-j|$. The step `key` serves both signs.

```lean
/-- Combes-Thomas bound with the hyperbolic sine: for a hopping chain with `t ≥ 0`, `μ ≥ 0` and
`2 t sinh μ < Im z`, the modulus of `G i j` is at most `exp (-μ |i - j|) / (Im z - 2 t sinh μ)`. -/
theorem combes_thomas_sinh (ht : 0 ≤ t) (hH : IsHoppingChain H t) {μ : ℝ} (hμ : 0 ≤ μ)
    {z : ℂ} (hz : 2 * t * Real.sinh μ < z.im) (i j : Fin N) :
    ‖green H z i j‖ ≤ Real.exp (-(μ * |((i : ℕ) : ℝ) - ((j : ℕ) : ℝ)|)) /
      (z.im - 2 * t * Real.sinh μ) := by
  have hs0 : 0 ≤ Real.sinh μ := Real.sinh_nonneg_iff.mpr hμ
  have key : ∀ s : ℝ, |Real.sinh s| = Real.sinh μ → ‖green H z i j‖ ≤
      Real.exp (-(s * ((i : ℕ) : ℝ) - s * ((j : ℕ) : ℝ))) /
        (z.im - 2 * t * Real.sinh μ) := fun s hs =>
    weighted_bound hH.hermitian (φ := fun k : Fin N => s * ((k : ℕ) : ℝ))
      (fun k => (chain_row_sum ht hH s k).trans_eq (by rw [hs])) hz i j
  -- the sign of the slope is chosen so that the weight grows from j to i
  rcases le_total ((j : ℕ) : ℝ) ((i : ℕ) : ℝ) with h | h
  · rw [abs_of_nonneg (sub_nonneg.mpr h), mul_sub]
    exact key μ (abs_of_nonneg hs0)
  · have e : μ * -(((i : ℕ) : ℝ) - ((j : ℕ) : ℝ)) =
        -μ * ((i : ℕ) : ℝ) - -μ * ((j : ℕ) : ℝ) := by ring
    rw [abs_of_nonpos (sub_nonpos.mpr h), e]
    exact key (-μ) (by rw [Real.sinh_neg, abs_neg, abs_of_nonneg hs0])
```

The same argument covers hopping up to $R$ sites with moduli at most $t$: replace $\sinh\mu$ by $\sum_{r=1}^R\sinh(r\mu)$ in both condition and bound.

## (h) The exponential form

For $\operatorname{Im}z>0$, $\mu\ge0$ and $4t(e^\mu-1)\le\operatorname{Im}z$, show that

$$|G_{ij}|\le\frac{2}{\operatorname{Im}z}\,e^{-\mu|i-j|}.$$

**Solution.** We have $e^\mu-1-\sinh\mu=\cosh\mu-1\ge0$. So $2t\sinh\mu\le\operatorname{Im}z/2$ (`hβ`), and the denominator in (g) is at least $\operatorname{Im}z/2$.

```lean
/-- Combes-Thomas bound: for a hopping chain with `t ≥ 0`, `Im z > 0`, `μ ≥ 0` and
`4 t (exp μ - 1) ≤ Im z`, one has `|G i j| ≤ (2 / Im z) exp (-μ |i - j|)`, for every value
of `Re z`. -/
theorem combes_thomas (ht : 0 ≤ t) (hH : IsHoppingChain H t) {μ : ℝ} (hμ : 0 ≤ μ)
    {z : ℂ} (hz : 0 < z.im) (hsmall : 4 * t * (Real.exp μ - 1) ≤ z.im) (i j : Fin N) :
    ‖green H z i j‖ ≤
      2 / z.im * Real.exp (-(μ * |((i : ℕ) : ℝ) - ((j : ℕ) : ℝ)|)) := by
  have hs : Real.sinh μ ≤ Real.exp μ - 1 := by
    rw [Real.sinh_eq]
    linarith [Real.add_one_le_exp μ, Real.add_one_le_exp (-μ)]
  have hβ : 2 * t * Real.sinh μ ≤ z.im / 2 := by
    linarith [mul_le_mul_of_nonneg_left hs ht]
  refine (combes_thomas_sinh ht hH hμ (by linarith) i j).trans ?_
  rw [div_le_iff₀ (by linarith)]
  have hone : 1 ≤ 2 / z.im * (z.im - 2 * t * Real.sinh μ) := by
    rw [div_mul_eq_mul_div, le_div_iff₀ hz]
    linarith
  linarith [mul_le_mul_of_nonneg_left hone
    (Real.exp_pos (-(μ * |((i : ℕ) : ℝ) - ((j : ℕ) : ℝ)|))).le]
```

$\operatorname{Re}z$ is unrestricted and may even equal an eigenvalue of $H$. Combes–Thomas estimates in general also treat infinite systems and real energies in a gap; here the chain is finite, and the bound makes no use of the distance from $\operatorname{Re}z$ to the spectrum or of disorder, either of which can make the true decay faster.

## (i) An explicit rate

For $t>0$ and $\operatorname{Im}z>0$, show that

$$|G_{ij}|\le\frac{2}{\operatorname{Im}z}\exp\!\left[-|i-j|\log\!\left(1+\frac{\operatorname{Im}z}{4t}\right)\right].$$

**Solution.** Take $\mu=\log(1+\operatorname{Im}z/(4t))\ge0$, which turns the condition in (h) into an equality.

For a finite, non-interacting tight-binding chain, this bounds the entries discarded when $G$ is truncated at a complex energy, independently of $N$. As $\operatorname{Im}z\to0^+$ the rate tends to zero and the prefactor diverges, so the bound does not establish localisation at real energies.

```lean
/-- For a hopping chain with `t > 0` and `Im z > 0`, the Green's matrix decays at least at the
explicit rate `log (1 + Im z / (4 t))` per site, with prefactor `2 / Im z`. -/
theorem explicit_decay_rate (ht : 0 < t) (hH : IsHoppingChain H t) {z : ℂ}
    (hz : 0 < z.im) (i j : Fin N) :
    ‖green H z i j‖ ≤ 2 / z.im * Real.exp
      (-(Real.log (1 + z.im / (4 * t)) * |((i : ℕ) : ℝ) - ((j : ℕ) : ℝ)|)) := by
  have hq : 0 < z.im / (4 * t) := by positivity
  refine combes_thomas ht.le hH (Real.log_nonneg (by linarith)) hz ?_ i j
  rw [Real.exp_log (by linarith), add_sub_cancel_left, mul_div_cancel₀ _ (by positivity)]

end

end CombesThomas
```

```lean
#print axioms CombesThomas.combes_thomas
#print axioms CombesThomas.explicit_decay_rate
```

```
'CombesThomas.combes_thomas' depends on axioms: [propext, Classical.choice, Quot.sound]
'CombesThomas.explicit_decay_rate' depends on axioms: [propext, Classical.choice, Quot.sound]
```
